# In a commutative algebra over ℚ, exp maps the nilpotent cluster operators bijectively onto the wave operators 1 + c with c nilpotent

## Wave operators, cluster operators and the finite logarithm

Let Φ be the normalised reference determinant of an N-electron system. An excitation operator moves electrons from orbitals occupied in Φ to orbitals empty in Φ. Full configuration interaction (CI) with intermediate normalisation, ⟨Φ|Ψ⟩ = 1, and untruncated coupled cluster write a state Ψ as

Ψ = (1 + c) Φ  and  Ψ = exp(T) Φ,

where c and T are sums of excitation operators. The question is whether each c belongs to exactly one T, and how to compute it.

Two properties of excitation operators matter here. They commute, because they create only in empty orbitals and annihilate only in occupied ones. They are also nilpotent: a product of more than N of them vanishes, since there are only N electrons to excite. The model keeps just these properties. `A` is a commutative ring containing rational scalars, and it stands for the algebra generated by the identity and the excitation operators. A cluster operator is a nilpotent element T of `A`, and a CI wave operator is an element Ω with Ω - 1 nilpotent. That the second-quantised excitation operators of a given molecule generate such an algebra, and that (1 + c)Φ reaches every intermediately normalised state, is the step from model to molecule left to the reader.

In Lean 4 with Mathlib:

```lean
import Mathlib

open Polynomial
open IsNilpotent (exp)

namespace ClusterLogarithm

noncomputable section

variable {A : Type*} [CommRing A] [Algebra ℚ A]
```

The exponential is Mathlib's `IsNilpotent.exp`, a finite sum of the terms Tᵏ/k!. For the logarithm, define the sum with n terms

Lₙ(x) = x - x²/2 + x³/3 - … = Σ_{k=0}^{n-1} (-1)ᵏ/(k+1) · xᵏ⁺¹.

```lean
/-- The logarithm series `x - x²/2 + x³/3 - ...` cut after `n` terms. -/
def logSum {B : Type*} [CommRing B] [Algebra ℚ B] (n : ℕ) (x : B) : B :=
  ∑ k ∈ Finset.range n, ((-1) ^ k / ((k : ℚ) + 1)) • x ^ (k + 1)
```

The logarithm of Ω is this sum at x = Ω - 1, with n the smallest exponent for which xⁿ = 0; Mathlib calls that exponent `nilpotencyClass`. For two electrons c³ = 0, and the logarithm of 1 + c is c - c²/2.

```lean
/-- The finite logarithm of a wave operator `Ω`, meant for `Ω - 1` nilpotent: the logarithm
series in `Ω - 1`, summed until the powers vanish. -/
def clusterLog (Ω : A) : A := logSum (nilpotencyClass (Ω - 1)) (Ω - 1)
```

## The logarithm is again a cluster operator

Every term of Lₙ(x) contains a factor x, so Lₙ(x) = x w for some w in the algebra. If xⁿ = 0, then

Lₙ(x)ⁿ = xⁿ wⁿ = 0.

```lean
/-- If the `n`-th power of an excitation operator vanishes, so does the `n`-th power of its
logarithm sum. -/
theorem logSum_pow {x : A} {n : ℕ} (hx : x ^ n = 0) : (logSum n x) ^ n = 0 := by
  have hd : x ∣ logSum n x := by
    refine Finset.dvd_sum fun k _ => ?_
    rw [Algebra.smul_def]
    exact Dvd.dvd.mul_left (dvd_pow_self x (Nat.succ_ne_zero k)) _
  obtain ⟨w, hw⟩ := hd
  rw [hw, mul_pow, hx, zero_mul]
```

The factor w comes from `Finset.dvd_sum`: x divides a sum if it divides each term.

## Differentiating the exponential

Introduce a coupling parameter X and let F be a polynomial in X with coefficients in `A` and Fⁿ = 0. A prime denotes the derivative with respect to X. Then

exp F = Σ_{k=0}^{n} Fᵏ/k!,

where the last term is zero. The constant term drops out on differentiation, and the others give

(exp F)' = Σ_{k=0}^{n-1} (k+1) Fᵏ F'/(k+1)! = F' Σ_{k=0}^{n-1} Fᵏ/k! = F' exp F.

```lean
/-- For a nilpotent cluster operator `F` depending polynomially on a coupling parameter, the
exponential obeys `(exp F)' = F' exp F`. -/
theorem derivative_clusterExp {F : A[X]} {n : ℕ} (hF : F ^ n = 0) :
    derivative (exp F) = derivative F * exp F := by
  have e1 := IsNilpotent.exp_eq_sum (a := F) (k := n + 1) (by rw [pow_succ, hF, zero_mul])
  have e2 := IsNilpotent.exp_eq_sum hF
  conv_lhs => rw [e1, Finset.sum_range_succ', pow_zero, derivative_add, derivative_smul,
    derivative_one, smul_zero, add_zero, derivative_sum]
  conv_rhs => rw [e2, Finset.mul_sum]
  refine Finset.sum_congr rfl fun k _ => ?_
  rw [derivative_smul, derivative_pow_succ, Algebra.smul_def, Algebra.smul_def]
  have h1 : algebraMap ℚ A[X] (((k + 1).factorial : ℚ)⁻¹) * C ((k : A) + 1)
      = algebraMap ℚ A[X] ((k.factorial : ℚ)⁻¹) := by
    have h2 : C ((k : A) + 1) = algebraMap ℚ A[X] ((k : ℚ) + 1) := by
      simp only [map_add, map_natCast, map_one]
    rw [h2, ← map_mul]
    congr 1
    have h3 : (k.factorial : ℚ) ≠ 0 := by positivity
    have h4 : (k : ℚ) + 1 ≠ 0 := by positivity
    rw [Nat.factorial_succ]
    push_cast
    field_simp
  linear_combination (F ^ k * derivative F) * h1
```

The device that carries this step, and several later ones, is `IsNilpotent.exp_eq_sum`. Mathlib defines the exponential with a cut-off at the nilpotency class of its argument, which is awkward in a proof because it changes when the argument changes. The lemma allows any cut-off k for which the k-th power vanishes. Here `e1` uses n + 1 terms on the left and `e2` uses n terms on the right, so after differentiation the two sums match term by term. What remains is (k+1)/(k+1)! = 1/k!, which is `h1`.

The derivative is the formal one on the polynomial ring `A[X]`, so no limit or norm is involved.

## The exponential undoes the logarithm

Let cⁿ = 0. Scale the excitation to cX and set F = Lₙ(cX), so that X = 0 is the bare reference and X = 1 the full CI excitation. Differentiating term by term gives a geometric sum:

F' = c Σ_{k=0}^{n-1} (-cX)ᵏ,

(1 + cX) F' = c (1 - (-cX)ⁿ) = c.

Let G = exp F, so G' = F'G by the previous step, and let K = G - (1 + cX) be the difference to be shown zero. Then

(1 + cX) K' = (1 + cX) F'G - c(1 + cX) = cG - c(1 + cX) = cK.

Write K_m for the coefficient of Xᵐ in K. Comparing coefficients of Xᵐ gives

(m+1) K_{m+1} + m c K_m = c K_m.

At X = 0 we have F = 0 and G = 1, so K_0 = 0. If K_m = 0, then (m+1) K_{m+1} = 0, and division by m + 1 gives K_{m+1} = 0. Hence K = 0, and X = 1 yields

exp(Lₙ(c)) = 1 + c.

```lean
/-- The exponential of the logarithm sum of a CI excitation operator `c` with `c ^ n = 0` is the
CI wave operator `1 + c`. -/
theorem exp_logSum {c : A} {n : ℕ} (hc : c ^ n = 0) : exp (logSum n c) = 1 + c := by
  have hY : (C c * X : A[X]) ^ n = 0 := by
    rw [mul_pow, ← C_pow, hc, C_0, zero_mul]
  have hFn := logSum_pow hY
  have hG := derivative_clusterExp hFn
  -- the scaled logarithm F satisfies F' (1 + cX) = c
  have hF : derivative (logSum n (C c * X : A[X])) * (1 + C c * X) = C c := by
    have hs : derivative (logSum n (C c * X : A[X]))
        = (∑ k ∈ Finset.range n, (-(C c * X : A[X])) ^ k) * C c := by
      rw [logSum, derivative_sum, Finset.sum_mul]
      refine Finset.sum_congr rfl fun k _ => ?_
      have hd : derivative (C c * X : A[X]) = C c := by simp
      rw [derivative_smul, derivative_pow_succ, hd, Algebra.smul_def,
        neg_pow (C c * X : A[X]) k]
      have h1 : algebraMap ℚ A[X] ((-1) ^ k / ((k : ℚ) + 1)) * C ((k : A) + 1)
          = (-1) ^ k := by
        have h2 : C ((k : A) + 1) = algebraMap ℚ A[X] ((k : ℚ) + 1) := by
          simp only [map_add, map_natCast, map_one]
        rw [h2, ← map_mul, div_mul_cancel₀ _ (by positivity), map_pow, map_neg, map_one]
      linear_combination ((C c * X) ^ k * C c) * h1
    have hg := mul_neg_geom_sum (-(C c * X : A[X])) n
    rw [neg_pow (C c * X : A[X]) n, hY, mul_zero, sub_zero] at hg
    rw [hs]
    linear_combination C c * hg
  have hev (r : A) : eval r (exp (logSum n (C c * X : A[X])))
      = exp (eval r (logSum n (C c * X : A[X]))) := by
    rw [IsNilpotent.exp_eq_sum hFn, IsNilpotent.exp_eq_sum (k := n)
      (by rw [← eval_pow, hFn, eval_zero])]
    simp only [eval_finsetSum, eval_smul, eval_pow]
  -- the difference K of both wave operators solves a linear equation with K(0) = 0
  obtain ⟨K, hK⟩ : ∃ K : A[X], K = exp (logSum n (C c * X)) - (1 + C c * X) := ⟨_, rfl⟩
  have hK' : derivative K = derivative (logSum n (C c * X : A[X]))
      * exp (logSum n (C c * X)) - C c := by
    rw [hK, derivative_sub, hG]
    simp
  have hode : derivative K + C c * (X * derivative K) = C c * K := by
    linear_combination (1 + C c * X) * hK' + exp (logSum n (C c * X)) * hF - C c * hK
  have hx (m : ℕ) : (X * derivative K).coeff m = K.coeff m * m := by
    cases m with
    | zero => simp
    | succ m => simp [coeff_X_mul, coeff_derivative]
  have hzero (m : ℕ) : K.coeff m = 0 := by
    induction m with
    | zero =>
      have h0 : eval 0 (logSum n (C c * X : A[X])) = 0 := by
        simp [logSum, eval_finsetSum]
      have h1 : exp (0 : A) = 1 := by
        rw [IsNilpotent.exp_eq_sum (k := 1) (by simp)]
        simp
      rw [coeff_zero_eq_eval_zero, hK, eval_sub, hev, h0, h1]
      simp
    | succ m ih =>
      have h := congrArg (fun p => coeff p m) hode
      simp only [coeff_add, coeff_C_mul, hx, coeff_derivative, ih, zero_mul, mul_zero,
        add_zero] at h
      have hu : ((m : A) + 1) * algebraMap ℚ A (((m : ℚ) + 1)⁻¹) = 1 := by
        have h2 : (m : A) + 1 = algebraMap ℚ A ((m : ℚ) + 1) := by
          simp only [map_add, map_natCast, map_one]
        rw [h2, ← map_mul, mul_inv_cancel₀ (by positivity), map_one]
      linear_combination algebraMap ℚ A (((m : ℚ) + 1)⁻¹) * h - K.coeff (m + 1) * hu
  have hK0 : K = 0 := Polynomial.ext fun m => by rw [hzero, coeff_zero]
  -- full coupling X = 1
  have h1 : eval 1 (logSum n (C c * X : A[X])) = logSum n c := by
    simp only [logSum, eval_finsetSum, eval_smul, eval_pow, eval_mul, eval_C, eval_X, mul_one]
  rw [← h1, ← hev, sub_eq_zero.mp (hK.symm.trans hK0)]
  simp
```

In the code, `C` is not the CI operator but Mathlib's embedding of constants into `A[X]`; the CI operator is the lower-case `c`. The identity for F' is `hF`, the differential equation is `hode`, and the induction on coefficients is `hzero`. The fact `hev` says that setting X to a value may be done before or after taking the exponential. It again relies on the free cut-off, because the nilpotency class can fall when X is given a value. The calls to `linear_combination` state which multiples of known equations add up to the desired one.

## Different cluster operators have different exponentials

Suppose exp S = exp T for nilpotent S and T, and let D = S - T. D is nilpotent because S and T commute, and

exp D = exp(S) exp(-T) = exp(T) exp(-T) = exp 0 = 1.

Collect everything from second order on as D²w. Then 1 + D + D²w = 1, that is,

D (1 + D w) = 0.

Since Dw is nilpotent, 1 + Dw has an inverse, so D = 0 and S = T.

```lean
/-- Two nilpotent cluster operators with the same exponential are equal. -/
theorem exp_injective {S T : A} (hS : IsNilpotent S) (hT : IsNilpotent T)
    (h : exp S = exp T) : S = T := by
  have hD : exp (S + -T) = 1 := by
    rw [IsNilpotent.exp_add_of_commute (Commute.all _ _) hS hT.neg, h,
      ← IsNilpotent.exp_add_of_commute (Commute.all _ _) hT hT.neg, add_neg_cancel,
      IsNilpotent.exp_eq_sum (k := 1) (by simp)]
    simp
  obtain ⟨n, hn⟩ := (Commute.all S (-T)).isNilpotent_add hS hT.neg
  generalize hd : S + -T = D at hD hn
  -- exp D = 1 + D + D² w, so D (1 + D w) = 0 with an invertible bracket
  rw [IsNilpotent.exp_eq_sum (k := n + 2) (by rw [pow_add, hn, zero_mul]),
    Finset.sum_range_succ', Finset.sum_range_succ'] at hD
  have hdvd : D ^ 2 ∣ ∑ k ∈ Finset.range n,
      (((k + 1 + 1).factorial : ℚ)⁻¹) • D ^ (k + 1 + 1) := by
    refine Finset.dvd_sum fun k _ => ?_
    rw [Algebra.smul_def]
    exact Dvd.dvd.mul_left (pow_dvd_pow D (by omega)) _
  obtain ⟨w, hw⟩ := hdvd
  rw [hw] at hD
  simp only [zero_add, Nat.factorial_one, Nat.factorial_zero, Nat.cast_one, inv_one, one_smul,
    pow_one, pow_zero] at hD
  have hu : IsUnit (1 + D * w) :=
    IsNilpotent.isUnit_one_add ⟨n, by rw [mul_pow, hn, zero_mul]⟩
  have h0 : D = 0 := hu.mul_left_eq_zero.mp (by linear_combination hD)
  linear_combination hd + h0
```

With Dⁿ = 0, the proof takes the cut-off n + 2, so that the terms 1 and D can always be split off. The invertible bracket is `hu`.

## Coupled cluster and full CI operators in one-to-one correspondence

For nilpotent T, every term of exp T - 1 contains a factor T, so exp T - 1 is nilpotent and exp T is a CI wave operator. Conversely, the logarithm of a wave operator Ω is nilpotent, and

exp(log Ω) = Ω.

To obtain the other order, put Ω = exp T. Then exp(log(exp T)) = exp T, and since exp is injective on nilpotent elements,

log(exp T) = T.

```lean
/-- Untruncated coupled cluster and full CI: the exponential is a bijection from nilpotent cluster
operators to wave operators `Ω` with `Ω - 1` nilpotent, and the finite logarithm inverts it. -/
theorem cluster_ci_bijection :
    Set.BijOn exp {T : A | IsNilpotent T} {Ω : A | IsNilpotent (Ω - 1)} ∧
    Set.InvOn clusterLog exp {T : A | IsNilpotent T} {Ω : A | IsNilpotent (Ω - 1)} := by
  have hmaps : Set.MapsTo exp {T : A | IsNilpotent T} {Ω : A | IsNilpotent (Ω - 1)} := by
    rintro T ⟨n, hn⟩
    have hd : T ∣ exp T - 1 := by
      rw [IsNilpotent.exp_eq_sum (k := n + 1) (by rw [pow_succ, hn, zero_mul]),
        Finset.sum_range_succ']
      simp only [pow_zero, Nat.factorial_zero, Nat.cast_one, inv_one, one_smul,
        add_sub_cancel_right]
      refine Finset.dvd_sum fun k _ => ?_
      rw [Algebra.smul_def]
      exact Dvd.dvd.mul_left (dvd_pow_self T (Nat.succ_ne_zero k)) _
    obtain ⟨w, hw⟩ := hd
    exact ⟨n, by rw [hw, mul_pow, hn, zero_mul]⟩
  have hlog : Set.MapsTo clusterLog {Ω : A | IsNilpotent (Ω - 1)} {T : A | IsNilpotent T} :=
    fun Ω hΩ => ⟨_, logSum_pow (pow_nilpotencyClass hΩ)⟩
  have hright : Set.RightInvOn clusterLog exp {Ω : A | IsNilpotent (Ω - 1)} := by
    intro Ω hΩ
    rw [clusterLog, exp_logSum (pow_nilpotencyClass hΩ), add_sub_cancel]
  have hinv : Set.InvOn clusterLog exp {T : A | IsNilpotent T} {Ω : A | IsNilpotent (Ω - 1)} :=
    ⟨fun T hT => exp_injective (hlog (hmaps hT)) hT (hright (hmaps hT)), hright⟩
  exact ⟨hinv.bijOn hmaps hlog, hinv⟩
```

`Set.BijOn` says that `exp` sends nilpotent elements to wave operators, that no two of them share an image, and that every wave operator is reached. `Set.InvOn` states the two inverse relations just derived. In the proof `hmaps` and `hlog` show that each map lands in the right set, `hright` is exp(log Ω) = Ω, and `hinv` adds the other order by injectivity.

For electronic structure this means that, within the commutative model and without truncation, the exponential form neither loses nor adds wave operators compared with linear CI. The statement concerns parametrisation only: there is no Hamiltonian in it, and it gives no energies, amplitude equations or error estimates for truncated methods.

## From operators to states

Let the states form a module `M` over `A`, meaning that operators in `A` act linearly on them. Assume that aΦ = 0 only for a = 0. For a reference determinant this expresses that different excitations produce linearly independent determinants. If exp(T)Φ = Φ + cΦ, then

(exp T - 1 - c) Φ = 0,

so exp T = 1 + c, and taking logarithms gives T = log(1 + c). Conversely, this T gives exp T = 1 + c and hence the same state.

```lean
/-- Let no non-zero element of `A` annihilate the reference `Φ`. For nilpotent `T` and `c`, the
coupled-cluster state `exp(T) Φ` is the CI state `Φ + c Φ` exactly when `T` is the logarithm of
`1 + c`. -/
theorem same_state_iff {M : Type*} [AddCommGroup M] [Module A M] {Φ : M}
    (hΦ : ∀ a : A, a • Φ = 0 → a = 0) {T c : A} (hT : IsNilpotent T) (hc : IsNilpotent c) :
    exp T • Φ = Φ + c • Φ ↔ T = clusterLog (1 + c) := by
  have hc' : IsNilpotent ((1 + c) - 1) := by rwa [add_sub_cancel_left]
  constructor
  · intro h
    have h1 : exp T = 1 + c := by
      refine sub_eq_zero.mp (hΦ _ ?_)
      rw [sub_smul, h, add_smul, one_smul, sub_self]
    rw [← h1]
    exact (cluster_ci_bijection.2.1 hT).symm
  · rintro rfl
    rw [cluster_ci_bijection.2.2 hc', add_smul, one_smul]
```

The assumption on the reference is `hΦ`, and `•` denotes the action of an operator on a state. The first half of the proof applies `hΦ` to the difference of the two wave operators; each half then uses one of the inverse relations.

## Products of wave operators give sums of cluster operators

Let Ω₁ and Ω₂ be wave operators with logarithms T₁ and T₂. Since T₁ and T₂ commute,

Ω₁Ω₂ = exp(T₁) exp(T₂) = exp(T₁ + T₂).

The sum T₁ + T₂ is nilpotent, so taking the logarithm gives

log(Ω₁Ω₂) = T₁ + T₂.

```lean
/-- The logarithm of a product of two wave operators, each differing from `1` by a nilpotent, is
the sum of their logarithms. -/
theorem clusterLog_mul {Ω₁ Ω₂ : A} (h₁ : IsNilpotent (Ω₁ - 1)) (h₂ : IsNilpotent (Ω₂ - 1)) :
    clusterLog (Ω₁ * Ω₂) = clusterLog Ω₁ + clusterLog Ω₂ := by
  have n₁ : IsNilpotent (clusterLog Ω₁) := ⟨_, logSum_pow (pow_nilpotencyClass h₁)⟩
  have n₂ : IsNilpotent (clusterLog Ω₂) := ⟨_, logSum_pow (pow_nilpotencyClass h₂)⟩
  have h := IsNilpotent.exp_add_of_commute (Commute.all _ _) n₁ n₂
  rw [cluster_ci_bijection.2.2 h₁, cluster_ci_bijection.2.2 h₂] at h
  rw [← h]
  exact cluster_ci_bijection.2.1 ((Commute.all _ _).isNilpotent_add n₁ n₂)

end

end ClusterLogarithm
```

This is the algebra behind size consistency for two non-interacting fragments, when their joint wave operator is taken to be the product Ω₁Ω₂: the cluster operators add. The CI excitations in general do not: with Ω₁ = 1 + c₁ and Ω₂ = 1 + c₂ the joint excitation is c₁ + c₂ + c₁c₂, and the product term, present when both fragments are excited, describes simultaneous excitations on both.

```lean
#print axioms ClusterLogarithm.cluster_ci_bijection
#print axioms ClusterLogarithm.same_state_iff
#print axioms ClusterLogarithm.clusterLog_mul
```

```
'ClusterLogarithm.cluster_ci_bijection' depends on axioms: [propext, Classical.choice, Quot.sound]
'ClusterLogarithm.same_state_iff' depends on axioms: [propext, Classical.choice, Quot.sound]
'ClusterLogarithm.clusterLog_mul' depends on axioms: [propext, Classical.choice, Quot.sound]
```
